# For Hermitian $P$ with eigenvalues in $[0,1]$, $\operatorname{tr}P^2\le\operatorname{tr}P\le\operatorname{tr}(2P-P^2)$, with equality exactly when $P^2=P$

The trace of a complex matrix is a complex number, and the inequalities between electron counts are stated here between real numbers; the count of a matrix $P$ is defined as $\operatorname{Re}\operatorname{tr}P$, which for Hermitian $P$ is the trace itself. A one-particle density matrix, called a density matrix below, is taken to be $P=U\operatorname{diag}(d)\,U^\dagger$ in a finite orthonormal basis, with $U$ unitary and real occupations $d_i\in[0,1]$.

```lean
import Mathlib

open Matrix Set

namespace TraceCorrectingPurification

noncomputable section

variable {n : Type*} [Fintype n] [DecidableEq n]

/-- The electron count of a matrix: the real part of its trace. -/
def count (P : Matrix n n ℂ) : ℝ := (trace P).re

/-- The polynomial step `P ↦ P²`. -/
def lowerStep (P : Matrix n n ℂ) : Matrix n n ℂ := P * P

/-- The polynomial step `P ↦ 2P - P²`. -/
def raiseStep (P : Matrix n n ℂ) : Matrix n n ℂ := (2 : ℂ) • P - P * P

/-- The trace-correcting update for target count `N`: take `P²` if the count is at least `N`,
and `2P - P²` otherwise. -/
def tc2Step (N : ℝ) (P : Matrix n n ℂ) : Matrix n n ℂ :=
  if N ≤ count P then lowerStep P else raiseStep P

/-- The matrix `U diag(d) U†` with orbitals in the columns of `U` and real occupations `d`. -/
def spectralForm (U : Matrix n n ℂ) (d : n → ℝ) : Matrix n n ℂ :=
  U * diagonal (fun i => (d i : ℂ)) * star U

/-- A density matrix: orthonormal orbitals carrying occupations between 0 and 1. -/
def IsDensity (P : Matrix n n ℂ) : Prop :=
  ∃ U ∈ unitaryGroup n ℂ, ∃ d : n → ℝ, (∀ i, d i ∈ Icc (0 : ℝ) 1) ∧ P = spectralForm U d

/-- For orthonormal orbitals the two steps keep the orbitals and map each occupation
`d` to `d²` and to `2d - d²`. -/
theorem steps_spectralForm {U : Matrix n n ℂ} (hU : U ∈ unitaryGroup n ℂ) (d : n → ℝ) :
    lowerStep (spectralForm U d) = spectralForm U (fun i => d i * d i) ∧
    raiseStep (spectralForm U d) = spectralForm U (fun i => 2 * d i - d i * d i) := by
  have h : star U * U = 1 := Matrix.mem_unitaryGroup_iff'.mp hU
  -- the inner `U† U` cancels
  have hsq : spectralForm U d * spectralForm U d = spectralForm U (fun i => d i * d i) := by
    unfold spectralForm
    calc U * diagonal (fun i => (d i : ℂ)) * star U * (U * diagonal (fun i => (d i : ℂ)) * star U)
        = U * (diagonal (fun i => (d i : ℂ)) * ((star U * U) * diagonal (fun i => (d i : ℂ))))
            * star U := by simp only [mul_assoc]
      _ = _ := by
        rw [h, one_mul, diagonal_mul_diagonal]
        simp only [Complex.ofReal_mul]
  refine ⟨hsq, ?_⟩
  have hD : diagonal (fun i => ((2 * d i - d i * d i : ℝ) : ℂ))
      = (2 : ℂ) • diagonal (fun i => (d i : ℂ)) - diagonal (fun i => ((d i * d i : ℝ) : ℂ)) := by
    ext i j
    by_cases hij : i = j <;> simp [hij]
  unfold raiseStep
  rw [hsq]
  unfold spectralForm
  rw [hD, Matrix.mul_sub, Matrix.sub_mul, Matrix.mul_smul, Matrix.smul_mul]

/-- For orthonormal orbitals the electron count is the sum of the occupations. -/
theorem count_spectralForm {U : Matrix n n ℂ} (hU : U ∈ unitaryGroup n ℂ) (d : n → ℝ) :
    count (spectralForm U d) = ∑ i, d i := by
  have h : star U * U = 1 := Matrix.mem_unitaryGroup_iff'.mp hU
  unfold count spectralForm
  rw [trace_mul_cycle, h, one_mul, trace_diagonal, Complex.re_sum]
  simp

/-- A Hermitian matrix with eigenvalues in `[0,1]` is a density matrix. -/
theorem isDensity_of_eigenvalues {P : Matrix n n ℂ} (hP : P.IsHermitian)
    (h : ∀ i, hP.eigenvalues i ∈ Icc (0 : ℝ) 1) : IsDensity P := by
  refine ⟨hP.eigenvectorUnitary, hP.eigenvectorUnitary.2, hP.eigenvalues, h, ?_⟩
  have hs := hP.spectral_theorem
  unfold spectralForm
  exact hs

/-- For a density matrix, `P²` has at most and `2P - P²` at least the count of `P`, and each
count equals that of `P` exactly when `P² = P`. -/
theorem IsDensity.count_steps {P : Matrix n n ℂ} (h : IsDensity P) :
    count (lowerStep P) ≤ count P ∧ count P ≤ count (raiseStep P) ∧
    (count (lowerStep P) = count P ↔ P * P = P) ∧
    (count P = count (raiseStep P) ↔ P * P = P) := by
  -- the two steps shift the count by opposite amounts
  have hr : count (raiseStep P) = 2 * count P - count (lowerStep P) := by
    simp [count, raiseStep, lowerStep, trace_sub, trace_smul]
  have key : count (lowerStep P) ≤ count P ∧ (count (lowerStep P) = count P ↔ P * P = P) := by
    obtain ⟨U, hU, d, hd, rfl⟩ := h
    have hle : ∀ i ∈ (Finset.univ : Finset n), d i * d i ≤ d i := fun i _ => by
      nlinarith [(hd i).1, (hd i).2]
    have hlow := (steps_spectralForm hU d).1
    refine ⟨?_, fun he => ?_, fun he => ?_⟩
    · rw [hlow, count_spectralForm hU, count_spectralForm hU]
      exact Finset.sum_le_sum hle
    · -- equal sums force `d² = d` orbital by orbital
      rw [hlow, count_spectralForm hU, count_spectralForm hU] at he
      have hdd : (fun i => d i * d i) = d :=
        funext fun i => (Finset.sum_eq_sum_iff_of_le hle).mp he i (Finset.mem_univ i)
      rw [hdd] at hlow
      exact hlow
    · unfold lowerStep
      rw [he]
  refine ⟨key.1, by linarith [key.1], key.2, ?_⟩
  rw [← key.2]
  constructor <;> intro he <;> linarith

/-- Main theorem. For Hermitian `P` with eigenvalues in `[0,1]`,
`tr P² ≤ tr P ≤ tr (2P - P²)`, and each inequality is an equality exactly when `P² = P`. -/
theorem trace_correcting {P : Matrix n n ℂ} (hP : P.IsHermitian)
    (h : ∀ i, hP.eigenvalues i ∈ Icc (0 : ℝ) 1) :
    count (lowerStep P) ≤ count P ∧ count P ≤ count (raiseStep P) ∧
    (count (lowerStep P) = count P ↔ P * P = P) ∧
    (count P = count (raiseStep P) ↔ P * P = P) :=
  (isDensity_of_eigenvalues hP h).count_steps

/-- Every iterate of the trace-correcting update started from a density matrix is a
density matrix. -/
theorem IsDensity.tc2_iterate {P : Matrix n n ℂ} (h : IsDensity P) (N : ℝ) (k : ℕ) :
    IsDensity ((tc2Step N)^[k] P) := by
  induction k with
  | zero => exact h
  | succ k ih =>
    rw [Function.iterate_succ_apply']
    obtain ⟨U, hU, d, hd, he⟩ := ih
    rw [he]
    unfold tc2Step
    -- both `d²` and `2d - d² = 1 - (1 - d)²` map `[0,1]` into itself
    split_ifs
    · refine ⟨U, hU, _, fun i => ?_, (steps_spectralForm hU d).1⟩
      constructor <;> nlinarith [(hd i).1, (hd i).2]
    · refine ⟨U, hU, _, fun i => ?_, (steps_spectralForm hU d).2⟩
      constructor <;> nlinarith [(hd i).1, (hd i).2, sq_nonneg (1 - d i)]

/-- On a density matrix the update does not raise a count at or above the target, does not lower
a count below the target, and leaves the count unchanged exactly when `P² = P`. -/
theorem IsDensity.tc2_direction {P : Matrix n n ℂ} (h : IsDensity P) (N : ℝ) :
    (N ≤ count P → count (tc2Step N P) ≤ count P) ∧
    (count P < N → count P ≤ count (tc2Step N P)) ∧
    (count (tc2Step N P) = count P ↔ P * P = P) := by
  obtain ⟨h1, h2, h3, h4⟩ := h.count_steps
  unfold tc2Step
  split_ifs with hN
  · exact ⟨fun _ => h1, fun hlt => absurd hN (not_le_of_gt hlt), h3⟩
  · exact ⟨fun hle => absurd hle hN, fun _ => h2, eq_comm.trans h4⟩

/-- `diag(3/4, 1/2)` is a density matrix; `P²`, `P` and `2P - P²` have counts
`13/16`, `5/4` and `27/16`. -/
theorem isDensity_witness :
    IsDensity !![(3 / 4 : ℂ), 0; 0, 1 / 2] ∧
    count (lowerStep !![(3 / 4 : ℂ), 0; 0, 1 / 2]) = 13 / 16 ∧
    count !![(3 / 4 : ℂ), 0; 0, 1 / 2] = 5 / 4 ∧
    count (raiseStep !![(3 / 4 : ℂ), 0; 0, 1 / 2]) = 27 / 16 := by
  have hU : (1 : Matrix (Fin 2) (Fin 2) ℂ) ∈ unitaryGroup (Fin 2) ℂ := one_mem _
  have hP : !![(3 / 4 : ℂ), 0; 0, 1 / 2] = spectralForm 1 ![3 / 4, 1 / 2] := by
    simp only [spectralForm, star_one, one_mul, mul_one]
    ext i j
    fin_cases i <;> fin_cases j <;> simp
  refine ⟨⟨1, hU, _, fun i => ?_, hP⟩, ?_, ?_, ?_⟩
  · fin_cases i <;> norm_num
  · rw [hP, (steps_spectralForm hU _).1, count_spectralForm hU]
    norm_num [Fin.sum_univ_two]
  · rw [hP, count_spectralForm hU]
    norm_num [Fin.sum_univ_two]
  · rw [hP, (steps_spectralForm hU _).2, count_spectralForm hU]
    norm_num [Fin.sum_univ_two]

/-- For `P = diag(2, 0)` the count of `P²` exceeds that of `P`. -/
theorem inequality_fails_outside :
    count !![(2 : ℂ), 0; 0, 0] < count (lowerStep !![(2 : ℂ), 0; 0, 0]) := by
  norm_num [count, lowerStep, trace_fin_two, Matrix.mul_apply, Fin.sum_univ_two]

/-- For `P = diag(6/5, 2/5)` the counts of `P²` and `P` agree although `P² ≠ P`. -/
theorem equality_case_fails_outside :
    count (lowerStep !![(6 / 5 : ℂ), 0; 0, 2 / 5]) = count !![(6 / 5 : ℂ), 0; 0, 2 / 5] ∧
    !![(6 / 5 : ℂ), 0; 0, 2 / 5] * !![(6 / 5 : ℂ), 0; 0, 2 / 5] ≠ !![(6 / 5 : ℂ), 0; 0, 2 / 5] := by
  have hU : (1 : Matrix (Fin 2) (Fin 2) ℂ) ∈ unitaryGroup (Fin 2) ℂ := one_mem _
  have hP : !![(6 / 5 : ℂ), 0; 0, 2 / 5] = spectralForm 1 ![6 / 5, 2 / 5] := by
    simp only [spectralForm, star_one, one_mul, mul_one]
    ext i j
    fin_cases i <;> fin_cases j <;> simp
  constructor
  · rw [hP, (steps_spectralForm hU _).1, count_spectralForm hU, count_spectralForm hU]
    norm_num [Fin.sum_univ_two]
  · intro h
    have h00 := congrFun (congrFun h 0) 0
    norm_num [Matrix.mul_apply, Fin.sum_univ_two] at h00

end

end TraceCorrectingPurification
```

```lean
#print axioms TraceCorrectingPurification.trace_correcting
#print axioms TraceCorrectingPurification.IsDensity.tc2_direction
#print axioms TraceCorrectingPurification.inequality_fails_outside
#print axioms TraceCorrectingPurification.equality_case_fails_outside
```

```
'TraceCorrectingPurification.trace_correcting' depends on axioms: [propext, Classical.choice, Quot.sound]
'TraceCorrectingPurification.IsDensity.tc2_direction' depends on axioms: [propext, Classical.choice, Quot.sound]
'TraceCorrectingPurification.inequality_fails_outside' depends on axioms: [propext, Classical.choice, Quot.sound]
'TraceCorrectingPurification.equality_case_fails_outside' depends on axioms: [propext, Classical.choice, Quot.sound]
```

## The inequalities and the update rule

The finite type `n` labels the basis functions, and $i$ runs over it. Any size is allowed, including the empty basis, where all counts are zero and $P^2=P$ holds trivially. The function `count` is $\operatorname{Re}\operatorname{tr}$, abbreviated to $\operatorname{tr}$ below, `lowerStep P` is $P^2$, and `raiseStep P` is $2P-P^2$. In `spectralForm U d` the columns of $U$ are the orbitals, `star U` is $U^\dagger$, and `d i` is the occupation of orbital $i$. `IsDensity P` says that $P$ has this form for some unitary $U$ with every $d_i$ in the closed interval `Icc (0 : ℝ) 1`.

The main theorem `trace_correcting` takes a Hermitian $P$ whose eigenvalues `hP.eigenvalues i`, one for each $i$ and hence listed with multiplicity, lie in $[0,1]$. It concludes four things: $\operatorname{tr}P^2\le\operatorname{tr}P$; $\operatorname{tr}P\le\operatorname{tr}(2P-P^2)$; the first inequality is an equality if and only if $P^2=P$; and so is the second. For a non-idempotent $P$ of this class, both inequalities are therefore strict.

The trace-correcting update `tc2Step N P` has a real target count $N$. It returns $P^2$ if $N\le\operatorname{tr}P$ and $2P-P^2$ otherwise, so a tie goes to the squaring branch. `IsDensity.tc2_iterate` states that $k$ updates of a density matrix give a density matrix, for every $N$ and $k$. `IsDensity.tc2_direction` concerns one update of a density matrix: if the count is at or above $N$ before the update, it does not rise; if it is below $N$ before the update, it does not fall; and it is unchanged exactly when $P^2=P$. The update can still carry the count past $N$, as the example below shows.

## Occupations, electron count and idempotency

For $N$ electrons in a non-interacting model, or in a mean-field model without pairing, at zero temperature, with a finite orthonormal basis and a gap above the $N$ lowest spin orbitals, the one-particle density matrix is the projector onto those orbitals: it satisfies $P^2=P$ and $\operatorname{tr}P=N$. Purification approaches it through matrices with fractional occupations. The condition $0\le d_i\le1$ is the Pauli bound for a spin orbital. For a closed shell written in spatial orbitals with this normalisation, $N$ is the number of occupied orbitals, half the number of electrons.

The theorems concern the direction of the change in the count and the invariance of $[0,1]$. Convergence of the iteration to the projector with trace $N$ is not among the conclusions, and neither is a decrease of $|\operatorname{tr}P-N|$. An idempotent $P$ with the wrong trace, such as $P=0$ with $N=1$, keeps its count. No Hamiltonian appears and arithmetic is exact. With an overlap matrix $S\ne I$, where $I$ is the identity, the count is $\operatorname{tr}(PS)$ and idempotency reads $PSP=P$; that setting is not treated.

## From occupations to traces

Write $D=\operatorname{diag}(d)$ and use $U^\dagger U=I$. Then
$$P^2=UD\,(U^\dagger U)\,DU^\dagger=U\operatorname{diag}(d_i^2)\,U^\dagger,$$
$$2P-P^2=U\,(2D-D^2)\,U^\dagger=U\operatorname{diag}(2d_i-d_i^2)\,U^\dagger .$$
Both steps keep the orbitals and change only the occupations. This is `steps_spectralForm`: `hsq` regroups the product so that `star U * U` cancels and multiplies the diagonals, and `hD` splits the diagonal of $2d_i-d_i^2$ entry by entry. Cyclicity of the trace gives
$$\operatorname{tr}P=\operatorname{tr}(U^\dagger U D)=\sum_i d_i ,$$
which is `count_spectralForm`, with `trace_mul_cycle` moving $U^\dagger$ to the front.

For $d_i\in[0,1]$ both factors in $d_i-d_i^2=d_i(1-d_i)$ are non-negative, so
$$\operatorname{tr}P-\operatorname{tr}P^2=\sum_i d_i(1-d_i)\ge0 .$$
If the sum vanishes, every term vanishes, so $d_i^2=d_i$ for all $i$, and the formula for $P^2$ returns $P$. Conversely, $P^2=P$ makes the two traces equal. By linearity of the trace,
$$\operatorname{tr}(2P-P^2)-\operatorname{tr}P=\operatorname{tr}P-\operatorname{tr}P^2 ,$$
so the raising step gains exactly what the squaring step loses, and both the inequality and its equality case carry over.

`IsDensity.count_steps` follows this order. The linearity identity is `hr`, which uses nothing about $P$. Inside `key`, `hle` obtains $d_i^2\le d_i$ from the two bounds by `nlinarith`, `Finset.sum_le_sum` adds the terms, and `Finset.sum_eq_sum_iff_of_le` turns equal sums into equal terms, giving `hdd`. The closing `linarith` calls transfer the result to `raiseStep`. The lemma `isDensity_of_eigenvalues` supplies the spectral form from `hP.spectral_theorem`, with `hP.eigenvectorUnitary` as $U$ and the eigenvalues as $d$, and `trace_correcting` is the composition of the two results.

For the iterates, $0\le d_i^2\le d_i\le1$, while $2d_i-d_i^2=d_i(2-d_i)\ge0$ and $2d_i-d_i^2=1-(1-d_i)^2\le1$. Either branch thus yields a density matrix with the same $U$, and induction on $k$ with `split_ifs` over the branch proves `IsDensity.tc2_iterate`. It follows that `IsDensity.tc2_direction` applies at every iterate. Its proof splits on $N\le\operatorname{tr}P$, reads off the matching parts of `count_steps`, and dismisses the implication whose premise contradicts the branch.

## Two orbitals with explicit occupations

Take $U=I$ and $(d_0,d_1)=(3/4,1/2)$. Then $\operatorname{tr}P=5/4$, $\operatorname{tr}P^2=9/16+1/4=13/16$, and $\operatorname{tr}(2P-P^2)=15/16+3/4=27/16$, the values in `isDensity_witness`. Both shifts equal $3/16+1/4=7/16$.

The continuation of this example and the remarks on codes below are added for illustration and were not put through Lean. With target $N=1$, the first update squares and overshoots to $13/16$, with occupations $(9/16,1/4)$. The second raises them to $(207/256,\,7/16)$, with count $319/256\approx1.246$. The distance from the target has grown from $3/16$ to $63/256$, although each step went in the stated direction. The occupations have meanwhile separated, from a difference of $1/4$ to $95/256$.

Two Hermitian matrices with an eigenvalue above $1$, which violate the Pauli bound in this normalisation and so are not admissible density matrices, show the role of the upper bound. For $\operatorname{diag}(2,0)$ the count rises from $2$ to $4$ under squaring, as in `inequality_fails_outside`. For $\operatorname{diag}(6/5,2/5)$ the terms $d_i(1-d_i)$ are $-6/25$ and $+6/25$ and cancel, so both counts are $8/5$. Yet the $(0,0)$ entry of $P^2$ is $36/25\ne6/5$, which is how `equality_case_fails_outside` refutes idempotency.

## The step inside a purification loop

A purification code can start from a Hermitian one-particle Hamiltonian $H$ in an orthonormal basis and numbers $\varepsilon_{\min}<\varepsilon_{\max}$ that enclose its spectrum. The matrix $(\varepsilon_{\max}I-H)/(\varepsilon_{\max}-\varepsilon_{\min})$ then has eigenvalues in $[0,1]$, with the lowest orbitals closest to $1$. Each pass costs one matrix multiplication, since the product $P^2$ serves either branch, and one trace to choose between them. The difference $\operatorname{tr}P-\operatorname{tr}P^2$ comes at little extra cost and can serve as a measure of non-idempotency while the eigenvalues stay in $[0,1]$. Rounding or the truncation of small matrix elements can move eigenvalues out of the interval, and then terms of opposite sign can cancel as they do for $\operatorname{diag}(6/5,2/5)$.
